# The map $x^2/(x^2+(1-x)^2)$ halves the temperature of a Fermi–Dirac occupation

A recursive expansion of the density matrix avoids diagonalisation: it starts from a smooth function of the Hamiltonian and sharpens it by applying simple maps again and again. Such maps need not preserve the meaning of the intermediate matrices. Squaring, one of the two steps of the polynomial recursion mentioned at the end, is an example: it sends the occupation $1/2$ of a level at the chemical potential to $1/4$, so the result is not a Fermi–Dirac distribution about the same chemical potential at any temperature. A recursion that contains such a map and is stopped after finitely many steps need not give the exact density matrix of any temperature. The rational map

$$g(x)=\frac{x^2}{x^2+(1-x)^2}$$

does not have this defect. It sends a Fermi–Dirac occupation to another one, with the same chemical potential and half the temperature. This holds for a single level and, for a Hermitian Hamiltonian of finite dimension, for the whole Fermi operator.

## Doubling the inverse temperature of one level

Let $E$ be a one-electron energy, $m$ the chemical potential and $b$ the inverse temperature, in units with Boltzmann's constant equal to one. The occupation is

$$f_b(E)=\frac{1}{1+e^{b(E-m)}}.$$

The claim is that $g^{\circ n}\big(f_b(E)\big)=f_{2^n b}(E)$ for all real $b,E,m$ and every natural number $n$, where $g^{\circ n}$ means $g$ applied $n$ times.

The map has no poles on the real line, because $x^2+(1-x)^2=\tfrac12+\tfrac12(2x-1)^2\ge\tfrac12$. Write an occupation as $x=p/(p+q)$, with real weights $p$ for the filled and $q$ for the empty state and $p+q\neq0$. Then $1-x=q/(p+q)$, and

$$g(x)=\frac{p^2/(p+q)^2}{(p^2+q^2)/(p+q)^2}=\frac{p^2}{p^2+q^2}.$$

The step squares both weights. For the Fermi function $p=1$ and $q=e^{b(E-m)}$, so $q^2=e^{2b(E-m)}$ and $g(f_b)=f_{2b}$. If $n$ steps give $f_{2^nb}$, one more gives $f_{2\cdot2^nb}=f_{2^{n+1}b}$, which completes the induction. With $b=1/T$ for a temperature $T$, the final inverse temperature $2^nb$ is the inverse of $T/2^n$.

As an example of a single step, an occupation $3/4$ has weights $3:1$ and goes to $9/10$, with weights $9:1$. At $b=0$, infinite temperature, every level has occupation $1/2$ and stays there, so the recursion needs a nonzero $b$ to start from. For $b>0$ and $n\to\infty$ the exponent $2^nb(E-m)$ tends to $-\infty$ for $E<m$ and to $+\infty$ for $E>m$, and it vanishes for $E=m$. The occupation tends to $1$, tends to $0$, or remains $1/2$: the zero-temperature step function.

## The same step for the Fermi operator

Let $H$ be a Hermitian matrix, $I$ the identity, $Y_b=e^{b(H-mI)}$ and $F_b=(I+Y_b)^{-1}$. The step on a matrix $X$ is $X\mapsto X^2D(X)^{-1}$ with $D(X)=X^2+(I-X)^2$. The derivation needs no eigenbasis.

Since $b(H-mI)$ commutes with itself, $Y_{2b}=Y_b^2$. The matrix $B=Y_{b/2}$ is the exponential of a Hermitian matrix and hence Hermitian, so $Y_b=B^2=B^\dagger B$ is positive semidefinite, and $I+Y_b$ is positive definite and invertible. Now let $Y$ be any matrix with $I+Y$ and $I+Y^2$ invertible, and put $F=(I+Y)^{-1}$, $G=(I+Y^2)^{-1}$. From $(I+Y)F=I=F(I+Y)$ follows $I-F=YF=FY$. Therefore

$$D(F)=F^2+YFYF=F^2+Y^2F^2=(I+Y^2)F^2 .$$

Because $F^2(I+Y)^2=I$, we have $F^2(I+Y)^2G=G$, and so $D(F)\,(I+Y)^2G=(I+Y^2)G=I$. Thus $D(F)^{-1}=(I+Y)^2G$ and $F^2D(F)^{-1}=G$. Taking $Y=Y_b$ gives $G=(I+Y_{2b})^{-1}=F_{2b}$, and induction on the number of steps proceeds as for one level.

## Occupation numbers in Lean

```lean
import Mathlib

open Matrix Filter Topology
open scoped ComplexOrder

namespace RecursiveFermiExpansion

noncomputable section
```

The scope `ComplexOrder` supplies the partial order on $\mathbb C$ that positive definiteness of complex matrices refers to.

```lean
/-- Fermi-Dirac occupation of energy `E` at inverse temperature `b` and chemical
potential `m`. -/
def fermi (b m E : ℝ) : ℝ := 1 / (1 + Real.exp (b * (E - m)))
```

`fermi b m E` is $f_b(E)$; the arguments come in the order inverse temperature, chemical potential, energy. It is the occupation of one spin orbital, without a factor of two for spin. Nothing restricts the sign of `b`.

```lean
/-- One recursion step on an occupation number: `g(x) = x² / (x² + (1 - x)²)`. -/
def step (x : ℝ) : ℝ := x ^ 2 / (x ^ 2 + (1 - x) ^ 2)
```

`step` is $g$, defined on all real numbers and not only on $[0,1]$.

```lean
/-- The denominator of the recursion step is at least one half for every real `x`. -/
theorem half_le_den (x : ℝ) : 1 / 2 ≤ x ^ 2 + (1 - x) ^ 2 := by
  nlinarith [sq_nonneg (2 * x - 1)]
```

The bound is the completed square above: `nlinarith` is handed $(2x-1)^2\ge0$. It shows that `step` never divides by zero, and the later proofs do not call on it.

```lean
/-- The step squares the weights: an occupation `p / (p + q)` is sent to
`p² / (p² + q²)`. -/
theorem step_odds (p q : ℝ) (h : p + q ≠ 0) :
    step (p / (p + q)) = p ^ 2 / (p ^ 2 + q ^ 2) := by
  -- the hole occupation is q / (p + q)
  have h1 : 1 - p / (p + q) = q / (p + q) := by
    rw [eq_div_iff h, sub_mul, div_mul_cancel₀ _ h]
    ring
  unfold step
  rw [h1, div_pow, div_pow, ← add_div, div_div_div_cancel_right₀ (pow_ne_zero 2 h)]
```

The local fact `h1` is $1-x=q/(p+q)$. The closing rewrite collects numerator and denominator over $(p+q)^2$ and cancels that factor, which uses the hypothesis `p + q ≠ 0` again.

```lean
/-- One step applied to a Fermi-Dirac occupation doubles the inverse temperature. -/
theorem step_fermi (b m E : ℝ) : step (fermi b m E) = fermi (2 * b) m E := by
  have hpos : (1 : ℝ) + Real.exp (b * (E - m)) ≠ 0 := by positivity
  -- squaring the Boltzmann factor doubles its exponent
  have hsq : Real.exp (2 * b * (E - m)) = Real.exp (b * (E - m)) ^ 2 := by
    rw [sq, ← Real.exp_add]
    congr 1
    ring
  unfold fermi
  rw [step_odds 1 _ hpos, hsq, one_pow]
```

Here `hpos` provides $p+q=1+e^{b(E-m)}\neq0$, `hsq` is $e^{2b(E-m)}=\big(e^{b(E-m)}\big)^2$, and `step_odds 1 _ hpos` is the squaring rule at $p=1$.

```lean
/-- Applying the step `n` times to a Fermi-Dirac occupation multiplies the inverse
temperature by `2 ^ n`. -/
theorem iterate_step_fermi (b m E : ℝ) (n : ℕ) :
    step^[n] (fermi b m E) = fermi (2 ^ n * b) m E := by
  induction n with
  | zero => simp
  | succ n ih =>
    have h : (2 : ℝ) * (2 ^ n * b) = 2 ^ (n + 1) * b := by ring
    rw [Function.iterate_succ_apply', ih, step_fermi, h]
```

This is the main scalar statement, with `step^[n]` for $g^{\circ n}$ and no hypothesis on `b`, `m`, `E`. At $n=0$ both sides are $f_b(E)$. In the inductive step `Function.iterate_succ_apply'` peels off the outermost application of $g$, the induction hypothesis replaces what is inside, and `step_fermi` doubles $2^nb$.

```lean
/-- If `b` is the inverse of the temperature `T` and `b'` the inverse of `T / 2 ^ n`, then
`n` steps send the occupation at `b` to the occupation at `b'`. -/
theorem iterate_step_temperature (T b b' m E : ℝ) (n : ℕ) (hb : b * T = 1)
    (hb' : b' * (T / 2 ^ n) = 1) : step^[n] (fermi b m E) = fermi b' m E := by
  have h2 : (2 : ℝ) ^ n ≠ 0 := by positivity
  have h3 : b' * T = 2 ^ n := by
    rw [← mul_div_assoc, div_eq_one_iff_eq h2] at hb'
    exact hb'
  have h4 : b' = 2 ^ n * b := by linear_combination (-b') * hb + b * h3
  rw [iterate_step_fermi, h4]
```

The temperature enters through products and not reciprocals: `hb` says $bT=1$, that is, $b$ is the inverse of the starting temperature, and `hb'` says that $b'$ is the inverse of the final temperature $T/2^n$. The first condition forces $T\neq0$; a negative $T$ is allowed. From `hb'` comes $b'T=2^n$, and the `linear_combination` line is the identity $b'-2^nb=-b'(bT-1)+b(b'T-2^n)$. The case $n=1$ is the halving of the temperature by one step.

```lean
/-- For positive inverse temperature the iterated occupation tends to one below the chemical
potential, tends to zero above it, and equals one half at it after any number of steps. -/
theorem iterate_step_limit (b m E : ℝ) (hb : 0 < b) :
    (E < m → Tendsto (fun n : ℕ => step^[n] (fermi b m E)) atTop (𝓝 1)) ∧
    (m < E → Tendsto (fun n : ℕ => step^[n] (fermi b m E)) atTop (𝓝 0)) ∧
    (E = m → ∀ n : ℕ, step^[n] (fermi b m E) = 1 / 2) := by
  -- the effective inverse temperature diverges
  have hT : Tendsto (fun n : ℕ => (2 : ℝ) ^ n * b) atTop atTop :=
    (tendsto_pow_atTop_atTop_of_one_lt (by norm_num : (1 : ℝ) < 2)).atTop_mul_const hb
  simp only [iterate_step_fermi]
  simp only [fermi, one_div]
  refine ⟨fun h => ?_, fun h => ?_, fun h n => ?_⟩
  · have h1 : Tendsto (fun n : ℕ => Real.exp (2 ^ n * b * (E - m))) atTop (𝓝 0) :=
      Real.tendsto_exp_atBot.comp (hT.atTop_mul_const_of_neg (sub_neg.mpr h))
    have h2 : Tendsto (fun n : ℕ => 1 + Real.exp (2 ^ n * b * (E - m))) atTop
        (𝓝 (1 + 0)) := tendsto_const_nhds.add h1
    have h3 := h2.inv₀ (by norm_num)
    rw [add_zero, inv_one] at h3
    exact h3
  · have h1 : Tendsto (fun n : ℕ => Real.exp (2 ^ n * b * (E - m))) atTop atTop :=
      Real.tendsto_exp_atTop.comp (hT.atTop_mul_const (sub_pos.mpr h))
    exact tendsto_inv_atTop_zero.comp (tendsto_atTop_add_const_left _ 1 h1)
  · rw [h, sub_self, mul_zero, Real.exp_zero]
    norm_num
```

The three clauses are the three cases of the limit, now with `0 < b` required. `Tendsto ... atTop (𝓝 1)` reads as convergence to $1$ for $n\to\infty$, at a fixed energy; no rate and no uniformity in $E$ are stated. After the iterate is rewritten as $f_{2^nb}$, the divergence `hT` of $2^nb$ is multiplied by the negative or positive constant $E-m$, passed through the exponential, and inverted. The third clause is an equality for every $n$, from $e^0=1$.

## The Fermi operator in Lean

```lean
variable {ι : Type*} [Fintype ι] [DecidableEq ι]

/-- The matrix exponential `exp (b (H - m))` of a Hamiltonian `H` shifted by the chemical
potential `m`. -/
def boltz (H : Matrix ι ι ℂ) (b m : ℝ) : Matrix ι ι ℂ :=
  NormedSpace.exp (b • (H - m • (1 : Matrix ι ι ℂ)))
```

The finite type `ι` labels the basis functions, which are taken orthonormal, since no overlap matrix appears. `boltz H b m` is $Y_b$, with Mathlib's power-series exponential.

```lean
/-- The Fermi operator `(1 + exp (b (H - m)))⁻¹`. -/
def fermiOp (H : Matrix ι ι ℂ) (b m : ℝ) : Matrix ι ι ℂ := (1 + boltz H b m)⁻¹
```

`fermiOp H b m` is $F_b$, the one-particle density matrix of independent fermions with one-particle Hamiltonian $H$ in grand-canonical equilibrium. Mathlib assigns the zero matrix as the inverse of a singular matrix, so the theorems below also state invertibility, in the form `IsUnit` of a determinant, which over $\mathbb C$ means that the determinant is nonzero.

```lean
/-- The matrix `X² + (1 - X)²` that is inverted in one recursion step. -/
def matDen (X : Matrix ι ι ℂ) : Matrix ι ι ℂ := X * X + (1 - X) * (1 - X)

/-- One recursion step on a density matrix: `X² (X² + (1 - X)²)⁻¹`. -/
def matStep (X : Matrix ι ι ℂ) : Matrix ι ι ℂ := X * X * (matDen X)⁻¹
```

`matDen X` is $D(X)$ and `matStep X` is $X^2D(X)^{-1}$, with the inverse on the right. For a $1\times1$ matrix with a real entry these expressions are the denominator of $g$ and $g$ itself.

```lean
/-- Doubling the inverse temperature squares the matrix `exp (b (H - m))`. -/
theorem boltz_two_mul (H : Matrix ι ι ℂ) (b m : ℝ) :
    boltz H (2 * b) m = boltz H b m * boltz H b m := by
  unfold boltz
  rw [two_mul, add_smul]
  exact Matrix.exp_add_of_commute _ _ (Commute.refl _)
```

The exponent is split as $2b=b+b$, and `Matrix.exp_add_of_commute` turns the sum of commuting exponents into a product. Hermiticity is not needed here.

```lean
/-- For a Hermitian Hamiltonian the matrix `1 + exp (b (H - m))` is invertible. -/
theorem isUnit_one_add_boltz {H : Matrix ι ι ℂ} (hH : H.IsHermitian) (b m : ℝ) :
    IsUnit (1 + boltz H b m).det := by
  have hA : ((b / 2) • (H - m • (1 : Matrix ι ι ℂ))).IsHermitian := by
    unfold Matrix.IsHermitian
    simp [conjTranspose_smul, conjTranspose_sub, hH.eq]
  have hB : (boltz H (b / 2) m)ᴴ = boltz H (b / 2) m := (Matrix.IsHermitian.exp hA).eq
  -- exp (b (H - m)) = Bᴴ B with B taken at half the inverse temperature
  have hsq : boltz H b m = (boltz H (b / 2) m)ᴴ * boltz H (b / 2) m := by
    have h2 : 2 * (b / 2) = b := by ring
    rw [hB, ← boltz_two_mul, h2]
  have hpd : (1 + boltz H b m).PosDef := by
    rw [hsq]
    exact Matrix.PosDef.one.add_posSemidef (posSemidef_conjTranspose_mul_self _)
  exact (Matrix.isUnit_iff_isUnit_det _).mp hpd.isUnit
```

The hypothesis `H.IsHermitian` says $H^\dagger=H$, which guarantees real energies (real eigenvalues alone would be a weaker condition), and this lemma is the one place where its content is used. The steps are those above: `hA` and `hB` make $B=Y_{b/2}$ Hermitian, `hsq` writes $Y_b=B^\dagger B$, and `hpd` adds this positive semidefinite matrix to the positive definite identity.

```lean
/-- If `1 + Y` and `1 + Y²` are invertible, the step at `(1 + Y)⁻¹` has an invertible
denominator and gives `(1 + Y²)⁻¹`. -/
theorem matStep_inv (Y : Matrix ι ι ℂ) (h1 : IsUnit (1 + Y).det)
    (h2 : IsUnit (1 + Y * Y).det) :
    IsUnit (matDen (1 + Y)⁻¹).det ∧ matStep (1 + Y)⁻¹ = (1 + Y * Y)⁻¹ := by
  have hl := Matrix.nonsing_inv_mul _ h1
  have hr := Matrix.mul_nonsing_inv _ h1
  have hG := Matrix.mul_nonsing_inv _ h2
  generalize (1 + Y)⁻¹ = F at hl hr ⊢
  generalize (1 + Y * Y)⁻¹ = G at hG ⊢
  -- the hole density matrix is 1 - F = Y F = F Y
  have e1 : 1 - F = Y * F := by
    rw [add_mul, one_mul] at hr
    exact (eq_sub_of_add_eq' hr).symm
  have e2 : F * Y = Y * F := by
    rw [mul_add, mul_one] at hl
    rw [← e1]
    exact eq_sub_of_add_eq' hl
  have hD : matDen F = (1 + Y * Y) * (F * F) := by
    calc matDen F = F * F + Y * (F * Y) * F := by
          rw [matDen, e1]
          noncomm_ring
      _ = (1 + Y * Y) * (F * F) := by
          rw [e2]
          noncomm_ring
  have hFF : F * F * ((1 + Y) * (1 + Y) * G) = G := by
    calc F * F * ((1 + Y) * (1 + Y) * G) = F * (F * (1 + Y)) * (1 + Y) * G := by
          simp only [mul_assoc]
      _ = G := by rw [hl, mul_one, hl, one_mul]
  -- explicit inverse of the denominator
  have hinv : matDen F * ((1 + Y) * (1 + Y) * G) = 1 := by
    rw [hD, mul_assoc (1 + Y * Y), hFF, hG]
  refine ⟨Matrix.isUnit_det_of_right_inverse hinv, ?_⟩
  rw [matStep, Matrix.inv_eq_right_inv hinv, hFF]
```

This lemma is pure algebra and holds for any square complex matrix `Y`. The two `generalize` lines replace the inverses by symbols `F` and `G` that are known only through their defining products. Then `e1` and `e2` are $I-F=YF=FY$, `hD` is the factorisation of $D(F)$, `hFF` is $F^2(I+Y)^2G=G$, and `hinv` exhibits $(I+Y)^2G$ as a right inverse of $D(F)$, which for a square matrix is the inverse.

The final theorem reads: for Hermitian $H$, all real $b$ and $m$ and every $n$, the $n$-th iterate of the matrix step on $F_b$ equals $F_{2^nb}$, and $D$ at that iterate is invertible. Since $n$ is arbitrary, every inversion along the recursion is a true one. The statement `key` is one step at an arbitrary inverse temperature `c`, with the invertibility of $I+Y_c^2$ obtained from that of $I+Y_{2c}$; the induction `hit` repeats the scalar one.

```lean
/-- For a Hermitian Hamiltonian, `n` matrix steps send the Fermi operator at inverse
temperature `b` to the one at `2 ^ n * b`, and the denominator at that iterate is invertible. -/
theorem iterate_matStep_fermiOp {H : Matrix ι ι ℂ} (hH : H.IsHermitian) (b m : ℝ) (n : ℕ) :
    matStep^[n] (fermiOp H b m) = fermiOp H (2 ^ n * b) m ∧
      IsUnit (matDen (matStep^[n] (fermiOp H b m))).det := by
  -- one step doubles the inverse temperature
  have key : ∀ c : ℝ, IsUnit (matDen (fermiOp H c m)).det ∧
      matStep (fermiOp H c m) = fermiOp H (2 * c) m := by
    intro c
    have h2 := isUnit_one_add_boltz hH (2 * c) m
    unfold fermiOp
    rw [boltz_two_mul] at h2 ⊢
    exact matStep_inv _ (isUnit_one_add_boltz hH c m) h2
  have hit : matStep^[n] (fermiOp H b m) = fermiOp H (2 ^ n * b) m := by
    induction n with
    | zero => simp
    | succ n ih =>
      have h : (2 : ℝ) * (2 ^ n * b) = 2 ^ (n + 1) * b := by ring
      rw [Function.iterate_succ_apply', ih, (key _).2, h]
  exact ⟨hit, by rw [hit]; exact (key _).1⟩

end

end RecursiveFermiExpansion
```

```lean
#print axioms RecursiveFermiExpansion.iterate_step_fermi
-- 'RecursiveFermiExpansion.iterate_step_fermi' depends on axioms: [propext, Classical.choice, Quot.sound]
#print axioms RecursiveFermiExpansion.iterate_step_temperature
-- 'RecursiveFermiExpansion.iterate_step_temperature' depends on axioms: [propext, Classical.choice, Quot.sound]
#print axioms RecursiveFermiExpansion.iterate_step_limit
-- 'RecursiveFermiExpansion.iterate_step_limit' depends on axioms: [propext, Classical.choice, Quot.sound]
#print axioms RecursiveFermiExpansion.iterate_matStep_fermiOp
-- 'RecursiveFermiExpansion.iterate_matStep_fermiOp' depends on axioms: [propext, Classical.choice, Quot.sound]
```

## Bearing on density-matrix calculations

For non-interacting or mean-field electrons with a fixed Hamiltonian in a finite orthonormal basis, the result says that the density matrix at a low electronic temperature $T/2^n$ follows from the one at $T$ by $n$ steps, each of matrix products and one inversion. The second-order spectral projection (SP2) recursion uses the polynomials $x^2$ and $2x-x^2$ to approach the zero-temperature projector; the map $g$ is rational, and the identity proved here belongs to it and not to those polynomials.

The chemical potential is held fixed, so the electron number $\operatorname{Tr}F_b$ is in general not conserved along the recursion. The starting matrix is the exact Fermi operator and the arithmetic is exact. A start from the high-temperature linearisation $\tfrac12I-\tfrac b4(H-mI)$, the dropping of small matrix elements, the cost of a step, and the convergence of the matrix iterates to a projector are not treated by any theorem in the file, whose limit statement concerns one level at a time.
